# At a diagonal state, a Lindblad generator changes populations by a classical rate matrix

Populations are represented here by a real vector $p$, placed on the diagonal of a complex matrix $D=\mathrm{diag}(p)$ in a fixed basis. The Lindblad generator is evaluated at $D$, so the main result concerns the rate of change at an instant when there are no coherences. The entries of $p$ need not be nonnegative or sum to one; physical populations are a special case.

```lean
import Mathlib

open Matrix

namespace LindbladPopulations

noncomputable section

variable {n κ : Type*} [Fintype n] [DecidableEq n] [Fintype κ]
```

The finite type `n` labels the levels and the finite type `κ` labels the jump operators.

## The generator and its rates

```lean
/-- The Lindblad generator with Hamiltonian `H` and jump operators `L k`, in units with `ħ = 1`. -/
def lindblad (H : Matrix n n ℂ) (L : κ → Matrix n n ℂ) (X : Matrix n n ℂ) : Matrix n n ℂ :=
  (-Complex.I) • (H * X - X * H) +
    ∑ k, (L k * X * (L k)ᴴ - (1 / 2 : ℂ) • ((L k)ᴴ * L k * X + X * ((L k)ᴴ * L k)))
```

For a Hamiltonian $H$ and jump operators $L_k$, with $\hbar=1$, this is
$$\mathcal L(X)=-i[H,X]+\sum_k\left(L_kXL_k^\dagger-\tfrac12\{L_k^\dagger L_k,X\}\right).$$
Lean writes the adjoint as `ᴴ` and scalar multiplication as `•`. Nothing requires $H$ to be Hermitian, though a physical Hamiltonian is.

```lean
/-- The sum over all jump operators of the squared modulus of the matrix element
from level `j` to level `i`. -/
def jumpRate (L : κ → Matrix n n ℂ) (i j : n) : ℝ := ∑ k, ‖L k i j‖ ^ 2
```

This defines $R_{ij}=\sum_k|(L_k)_{ij}|^2$, which for $i\ne j$ is the rate from level $j$ to level $i$.

```lean
/-- The classical rate matrix: jump rates, with the sum of each column of jump rates subtracted on
the diagonal. -/
def rateMatrix (L : κ → Matrix n n ℂ) : Matrix n n ℝ :=
  Matrix.of fun i j => jumpRate L i j - if i = j then ∑ l, jumpRate L l j else 0
```

The rate matrix is $W_{ij}=R_{ij}-\delta_{ij}\sum_l R_{lj}$. The term $R_{jj}$ cancels on the diagonal, leaving minus the total rate from $j$ to other levels.

```lean
/-- Between different levels the rate is the sum of the squared moduli of the jump
matrix elements. -/
theorem rateMatrix_offDiag (L : κ → Matrix n n ℂ) {i j : n} (hij : i ≠ j) :
    rateMatrix L i j = ∑ k, ‖L k i j‖ ^ 2 := by
  simp [rateMatrix, jumpRate, hij]
```

For $i\ne j$ the subtraction is absent, so $W_{ij}=R_{ij}$. The tactic `simp` unfolds the definitions and uses `hij`, the hypothesis that the levels differ.

```lean
/-- Every column of the rate matrix sums to zero. -/
theorem rateMatrix_colSum (L : κ → Matrix n n ℂ) (j : n) :
    ∑ i, rateMatrix L i j = 0 := by
  simp [rateMatrix, Finset.sum_sub_distrib]
```

Summing column $j$ gives $\sum_i R_{ij}-\sum_l R_{lj}=0$: the total population is conserved.

```lean
/-- The rate matrix acts on populations as gain minus loss, summed over all levels. -/
theorem rateMatrix_gain_loss (L : κ → Matrix n n ℂ) (p : n → ℝ) (i : n) :
    (rateMatrix L *ᵥ p) i = ∑ j, (jumpRate L i j * p j - jumpRate L j i * p i) := by
  simp only [Matrix.mulVec, dotProduct, rateMatrix, Matrix.of_apply, sub_mul,
    Finset.sum_sub_distrib, ite_mul, zero_mul, Finset.sum_ite_eq, Finset.mem_univ,
    if_true, Finset.sum_mul]
```

Here `*ᵥ` multiplies a matrix by a vector. The Kronecker delta selects $j=i$ in the loss term, so
$$(Wp)_i=\sum_j\left(R_{ij}p_j-R_{ji}p_i\right).$$

## From jumps to populations

```lean
/-- For one jump operator `A`, the diagonal of the dissipator at a diagonal state is the
gain into level `i` minus the loss out of it. -/
theorem dissipator_diag (A : Matrix n n ℂ) (p : n → ℝ) (i : n) :
    (A * diagonal (fun j => (p j : ℂ)) * Aᴴ - (1 / 2 : ℂ) •
      (Aᴴ * A * diagonal (fun j => (p j : ℂ)) + diagonal (fun j => (p j : ℂ)) * (Aᴴ * A))) i i
      = ((∑ j, ‖A i j‖ ^ 2 * p j - (∑ l, ‖A l i‖ ^ 2) * p i : ℝ) : ℂ) := by
  have hsq : ∀ z : ℂ, z * star z = ((‖z‖ ^ 2 : ℝ) : ℂ) := fun z => by
    rw [Complex.star_def, Complex.mul_conj, Complex.normSq_eq_norm_sq]
  -- the sandwich term feeds level `i`
  have gain : (A * diagonal (fun j => (p j : ℂ)) * Aᴴ) i i
      = ((∑ j, ‖A i j‖ ^ 2 * p j : ℝ) : ℂ) := by
    rw [Matrix.mul_apply, Complex.ofReal_sum]
    refine Finset.sum_congr rfl fun j _ => ?_
    rw [Matrix.mul_diagonal, Matrix.conjTranspose_apply, Complex.ofReal_mul, ← hsq]
    ring
  -- the anticommutator term empties it
  have loss : (Aᴴ * A) i i = ((∑ l, ‖A l i‖ ^ 2 : ℝ) : ℂ) := by
    rw [Matrix.mul_apply, Complex.ofReal_sum]
    refine Finset.sum_congr rfl fun l _ => ?_
    rw [Matrix.conjTranspose_apply, mul_comm, hsq]
  rw [Matrix.sub_apply, Matrix.smul_apply, Matrix.add_apply, Matrix.mul_diagonal,
    Matrix.diagonal_mul, gain, loss, smul_eq_mul, Complex.ofReal_sub, Complex.ofReal_mul]
  ring
```

For a single jump operator $A$, the sandwich term gives the gain
$$(ADA^\dagger)_{ii}=\sum_j A_{ij}p_jA_{ij}^*=\sum_j|A_{ij}|^2p_j.$$
For the loss, $(A^\dagger A)_{ii}=\sum_l|A_{li}|^2$. Both terms of the anticommutator contribute this number times $p_i$, and the factor $\tfrac12$ leaves one copy. The steps `gain` and `loss` prove these two formulas, and `ring` combines them. The notation `(p j : ℂ)` regards a real number as complex.

```lean
/-- At a state diagonal in the chosen basis, the populations change under the Lindblad
generator according to the classical rate matrix, whatever the matrix `H`. -/
theorem lindblad_populations (H : Matrix n n ℂ) (L : κ → Matrix n n ℂ) (p : n → ℝ) (i : n) :
    lindblad H L (diagonal fun j => (p j : ℂ)) i i = (((rateMatrix L *ᵥ p) i : ℝ) : ℂ) := by
  -- the Hamiltonian part has no diagonal
  have hcomm : (H * diagonal (fun j => (p j : ℂ)) - diagonal (fun j => (p j : ℂ)) * H) i i
      = 0 := by
    rw [Matrix.sub_apply, Matrix.mul_diagonal, Matrix.diagonal_mul]
    ring
  unfold lindblad
  rw [Matrix.add_apply, Matrix.smul_apply, hcomm, smul_zero, zero_add, Matrix.sum_apply,
    Finset.sum_congr rfl (fun k _ => dissipator_diag (L k) p i), ← Complex.ofReal_sum,
    rateMatrix_gain_loss]
  refine congrArg Complex.ofReal ?_
  -- exchange the sums over channels and levels
  simp only [jumpRate, Finset.sum_sub_distrib, Finset.sum_mul]
  congr 1 <;> exact Finset.sum_comm
```

This is the main theorem: $\mathcal L(D)_{ii}=(Wp)_i$ for every $H$. The Hamiltonian drops out because
$$[H,D]_{ii}=H_{ii}p_i-p_iH_{ii}=0,$$
which is `hcomm`. Adding the preceding result over $k$ gives
$$\mathcal L(D)_{ii}=\sum_k\left(\sum_j|(L_k)_{ij}|^2p_j-\sum_l|(L_k)_{li}|^2p_i\right).$$
Exchanging the finite sums, by `Finset.sum_comm`, turns this into the gain-loss form of $Wp$. For a finite-level open-system model, transition rates can thus be read directly from the jump operators when the state is diagonal. The off-diagonal entries of $\mathcal L(D)$ may still be nonzero, so coherences can develop.

## From classical rates to jumps

```lean
/-- One jump operator for each ordered pair of different levels, with the square root of the
classical rate as its only matrix element; pairs of equal levels get the zero operator. -/
def classicalJumps (W : Matrix n n ℝ) (q : n × n) : Matrix n n ℂ :=
  Matrix.of fun i j => if q = (i, j) ∧ i ≠ j then ((√(W i j) : ℝ) : ℂ) else 0
```

Now $W$ is a given real matrix. Each ordered pair $q=(i,j)$ with $i\ne j$ receives the jump operator $\sqrt{W_{ij}}\,|i\rangle\langle j|$.

```lean
/-- Every classical rate matrix, with nonnegative rates between different levels and zero
column sums, is the rate matrix of its classical jump operators. -/
theorem rateMatrix_classicalJumps (W : Matrix n n ℝ) (hoff : ∀ i j, i ≠ j → 0 ≤ W i j)
    (hcol : ∀ j, ∑ i, W i j = 0) : rateMatrix (classicalJumps W) = W := by
  have hne : ∀ i j, i ≠ j → rateMatrix (classicalJumps W) i j = W i j := by
    intro i j hij
    rw [rateMatrix_offDiag _ hij, Finset.sum_eq_single (i, j)]
    · simp [classicalJumps, hij, Real.sq_sqrt (hoff i j hij)]
    · intro q _ hq
      simp [classicalJumps, hq]
    · simp
  ext i j
  by_cases hij : i = j
  · -- the diagonal is fixed by the column sums
    subst hij
    have h1 := rateMatrix_colSum (classicalJumps W) i
    have h2 := hcol i
    rw [← Finset.add_sum_erase _ _ (Finset.mem_univ i)] at h1 h2
    have h3 : ∑ x ∈ Finset.univ.erase i, rateMatrix (classicalJumps W) x i
        = ∑ x ∈ Finset.univ.erase i, W x i :=
      Finset.sum_congr rfl fun x hx => hne x i (Finset.ne_of_mem_erase hx)
    linarith
  · exact hne i j hij
```

The hypothesis `hoff` says that transition rates between different levels are nonnegative, and `hcol` says that transitions conserve total population. For $i\ne j$, only the jump $q=(i,j)$ contributes, giving $(\sqrt{W_{ij}})^2=W_{ij}$. The diagonal entries then agree too, since both matrices have zero column sums; `linarith` completes that comparison.

```lean
/-- With a diagonal Hamiltonian and the classical jump operators, the Lindblad generator
sends a diagonal state to the diagonal matrix given by the classical master equation. -/
theorem lindblad_classicalJumps (E : n → ℝ) (W : Matrix n n ℝ)
    (hoff : ∀ i j, i ≠ j → 0 ≤ W i j) (hcol : ∀ j, ∑ i, W i j = 0) (p : n → ℝ) :
    lindblad (diagonal fun j => (E j : ℂ)) (classicalJumps W) (diagonal fun j => (p j : ℂ))
      = diagonal fun i => (((W *ᵥ p) i : ℝ) : ℂ) := by
  have hz : ∀ (q : n × n) (i j : n), q ≠ (i, j) → classicalJumps W q i j = 0 := by
    intro q i j h
    simp [classicalJumps, h]
  ext a b
  by_cases hab : a = b
  · subst hab
    rw [lindblad_populations, rateMatrix_classicalJumps W hoff hcol, Matrix.diagonal_apply_eq]
  · have hcomm : (diagonal (fun j => (E j : ℂ)) * diagonal (fun j => (p j : ℂ))
        - diagonal (fun j => (p j : ℂ)) * diagonal (fun j => (E j : ℂ))) a b = 0 := by
      simp [Matrix.sub_apply, hab]
    -- a single jump has one matrix element, so it creates no coherence
    have hgain : ∀ q, (classicalJumps W q * diagonal (fun j => (p j : ℂ))
        * (classicalJumps W q)ᴴ) a b = 0 := by
      intro q
      rw [Matrix.mul_apply]
      refine Finset.sum_eq_zero fun j _ => ?_
      rw [Matrix.mul_diagonal, Matrix.conjTranspose_apply]
      by_cases hq : q = (a, j)
      · have hb : q ≠ (b, j) := fun h => hab (congrArg Prod.fst (hq.symm.trans h))
        rw [hz q b j hb, star_zero, mul_zero]
      · rw [hz q a j hq, zero_mul, zero_mul]
    have hloss : ∀ q, ((classicalJumps W q)ᴴ * classicalJumps W q) a b = 0 := by
      intro q
      rw [Matrix.mul_apply]
      refine Finset.sum_eq_zero fun l _ => ?_
      rw [Matrix.conjTranspose_apply]
      by_cases hq : q = (l, a)
      · have hb : q ≠ (l, b) := fun h => hab (congrArg Prod.snd (hq.symm.trans h))
        rw [hz q l b hb, mul_zero]
      · rw [hz q l a hq, star_zero, zero_mul]
    unfold lindblad
    rw [Matrix.diagonal_apply_ne _ hab, Matrix.add_apply, Matrix.smul_apply, hcomm, smul_zero,
      zero_add, Matrix.sum_apply]
    refine Finset.sum_eq_zero fun q _ => ?_
    rw [Matrix.sub_apply, Matrix.smul_apply, Matrix.add_apply, Matrix.mul_diagonal,
      Matrix.diagonal_mul, hgain, hloss, zero_mul, mul_zero, add_zero, smul_zero, sub_zero]
```

With a diagonal Hamiltonian $H=\mathrm{diag}(E)$ of real level energies $E_j$, these jumps, and the same hypotheses `hoff` and `hcol` on $W$, the whole matrix satisfies $\mathcal L(D)=\mathrm{diag}(Wp)$. The diagonal follows from the two preceding theorems. For $a\ne b$, the commutator of two diagonal matrices vanishes, and the other terms involve
$$(L_qDL_q^\dagger)_{ab}=\sum_j(L_q)_{aj}p_j(L_q)_{bj}^*,\qquad
(L_q^\dagger L_q)_{ab}=\sum_l(L_q)_{la}^*(L_q)_{lb}.$$
A nonzero summand would need two different nonzero entries in $L_q$, which has at most one. These are the steps `hgain` and `hloss`. The generator therefore creates no coherence at $D$.

## When coherences are present

```lean
/-- For a two-level system with a flip Hamiltonian and no jumps, the rate of change of the
first population is `-i` times the difference of the two coherences. -/
theorem coherences_drive_populations (X : Matrix (Fin 2) (Fin 2) ℂ) :
    lindblad !![0, 1; 1, 0] (fun _ : Fin 1 => (0 : Matrix (Fin 2) (Fin 2) ℂ)) X 0 0
      = -Complex.I * (X 1 0 - X 0 1) := by
  simp [lindblad, Matrix.mul_apply, Fin.sum_univ_two]
  -- write the remaining matrix element as a sum over the two levels
  change ∑ i, (![0, 1] : Fin 2 → ℂ) i * X i 0 = X 1 0
  simp [Fin.sum_univ_two]

end

end LindbladPopulations
```

Lean numbers the two levels 0 and 1. Take $H=|0\rangle\langle1|+|1\rangle\langle0|$ and a single jump operator equal to zero. Then
$$\mathcal L(X)_{00}=-i\left((HX)_{00}-(XH)_{00}\right)=-i(X_{10}-X_{01}).$$
The rate matrix is zero here, yet the population of level 0 changes whenever $X_{10}\ne X_{01}$. The main theorem's restriction to diagonal states therefore matters.

```lean
#print axioms LindbladPopulations.lindblad_populations
#print axioms LindbladPopulations.lindblad_classicalJumps
#print axioms LindbladPopulations.coherences_drive_populations
```

```
'LindbladPopulations.lindblad_populations' depends on axioms: [propext, Classical.choice, Quot.sound]
'LindbladPopulations.lindblad_classicalJumps' depends on axioms: [propext, Classical.choice, Quot.sound]
'LindbladPopulations.coherences_drive_populations' depends on axioms: [propext, Classical.choice, Quot.sound]
```
